# The force on a point charge from its dielectric image falls as the inverse square of the height

The theorem `imageForce_eq` gives the z-component of the force on a real charge q at height d > 0 in a medium of permittivity ε₁, exerted by an image charge q(ε₁ − ε₂)/(ε₁ + ε₂) at height −d. In Gaussian form the force is q²(ε₁ − ε₂)/(4ε₁(ε₁ + ε₂)d²), with both permittivities positive. The value of the image charge is put in by hand, not derived from boundary conditions at an interface, and the image is held fixed while the potential is differentiated. The proof shows that the two charges are 2d apart, takes the derivative from `hasDerivAt_coulomb`, and leaves the final algebra to `linear_combination`, with the identity `k` to cancel a power of d.

Lean 4 with Mathlib refuses this proof:

```lean
import Mathlib

open Filter Topology

namespace DielectricImageCharge

noncomputable section

/-- Distance from the point (x, y, z) to the point at height h on the z-axis. -/
def radius (h x y z : ℝ) : ℝ := √(x ^ 2 + y ^ 2 + (z - h) ^ 2)

/-- The z-component of the force on the charge q at height d exerted by the image q₁ at
height -d in a medium ε₁. The domain is ε₁ ≠ 0 and d ≠ 0. -/
def imageForce (ε₁ q q₁ d : ℝ) : ℝ :=
  -q * deriv (fun z => q₁ / radius (-d) 0 0 z / ε₁) d

/-- The z-derivative of the Coulomb potential of a charge c at height h, away from the charge. -/
theorem hasDerivAt_coulomb (c h x y z : ℝ) (hr : 0 < radius h x y z) :
    HasDerivAt (fun t => c / radius h x y t) (-c * (z - h) / radius h x y z ^ 3) z := by
  have hpos : 0 < x ^ 2 + y ^ 2 + (z - h) ^ 2 := Real.sqrt_pos.1 hr
  have hs : HasDerivAt (fun t : ℝ => x ^ 2 + y ^ 2 + (t - h) ^ 2) (2 * (z - h)) z :=
    ((((hasDerivAt_id' z).sub_const h).fun_pow 2).const_add (x ^ 2 + y ^ 2)).congr_deriv
      (by norm_num)
  have hR : HasDerivAt (fun t => radius h x y t) (2 * (z - h) / (2 * radius h x y z)) z :=
    hs.sqrt hpos.ne'
  -- quotient rule for a constant over the distance
  refine ((hasDerivAt_const z c).fun_div hR hr.ne').congr_deriv ?_
  simp only [zero_mul, zero_sub]
  ring

/-- The force exerted on the charge q by its dielectric image, as a function of the height d. -/
theorem imageForce_eq {ε₁ ε₂ d : ℝ} (h₁ : 0 < ε₁) (h₂ : 0 < ε₂) (hd : 0 < d) (q : ℝ) :
    imageForce ε₁ q (q * (ε₁ - ε₂) / (ε₁ + ε₂)) d =
      q ^ 2 * (ε₁ - ε₂) / (4 * ε₁ * (ε₁ + ε₂) * d ^ 2) := by
  have hs : 0 < ε₁ + ε₂ := add_pos h₁ h₂
  -- the charge and its image are a distance 2d apart
  have hR : radius (-d) 0 0 d = 2 * d := by
    unfold radius
    rw [show (0 : ℝ) ^ 2 + 0 ^ 2 + (d - -d) ^ 2 = (2 * d) ^ 2 by ring,
      Real.sqrt_sq (by positivity)]
  have hD := (hasDerivAt_coulomb (q * (ε₁ - ε₂) / (ε₁ + ε₂)) (-d) 0 0 d
    (by rw [hR]; positivity)).div_const ε₁
  have k : 2 * d / (2 * d) ^ 3 = 1 / (4 * d ^ 2) := by
    rw [div_eq_div_iff (by positivity) (by positivity)]
    ring
  unfold imageForce
  rw [hD.deriv, hR]
  linear_combination (q * (q * (ε₁ - ε₂) / (ε₁ + ε₂)) / ε₁) * k

end

end DielectricImageCharge
```

The compiler's answer:

```
Main.lean:48:2: error: ring failed, ring expressions not equal
ε₁ ε₂ d : ℝ
h₁ : 0 < ε₁
h₂ : 0 < ε₂
hd : 0 < d
q : ℝ
hs : 0 < ε₁ + ε₂
hR : radius (-d) 0 0 d = 2 * d
hD :
  HasDerivAt (fun x => q * (ε₁ - ε₂) / (ε₁ + ε₂) / radius (-d) 0 0 x / ε₁)
    (-(q * (ε₁ - ε₂) / (ε₁ + ε₂)) * (d - -d) / radius (-d) 0 0 d ^ 3 / ε₁) d
k : 2 * d / (2 * d) ^ 3 = 1 / (4 * d ^ 2)
⊢ q ^ 2 * ε₁ * (ε₁ + ε₂)⁻¹ * d⁻¹ ^ 2 * ε₁⁻¹ * (1 / 4) - q ^ 2 * ε₁ * (ε₁ * ε₂ * d ^ 2 * 4 + ε₁ ^ 2 * d ^ 2 * 4)⁻¹ +
        q ^ 2 * ε₂ * (ε₁ + ε₂)⁻¹ * d⁻¹ ^ 2 * ε₁⁻¹ * (-1 / 4) +
      q ^ 2 * ε₂ * (ε₁ * ε₂ * d ^ 2 * 4 + ε₁ ^ 2 * d ^ 2 * 4)⁻¹ =
    0
```

Diagnosis. The error says that `ring`, which `linear_combination` calls to check the final identity, could not bring the difference of the two sides to zero. The identity is true, but `ring` multiplies out the denominator 4ε₁(ε₁ + ε₂)d² into a sum of two terms before inverting it. It treats the inverse of a sum as a single opaque quantity, so the residual goal contains both `(ε₁ + ε₂)⁻¹` and `(ε₁ * ε₂ * d ^ 2 * 4 + ε₁ ^ 2 * d ^ 2 * 4)⁻¹`, and `ring` does not relate them.

The repair replaces `ε₁ + ε₂` by a variable `s` in the goal. The denominator is then a plain product, whose inverse `ring` splits into inverses of the factors, and the terms cancel. The coefficient given to `linear_combination` is rewritten to match the new goal. Replacing `ε₁ - ε₂` by `t` is mere tidying, since the difference occurs only in numerators, where multiplying out does no harm.

Lean accepts the file once it reads:

```diff
@@ -46,5 +46,8 @@
   unfold imageForce
   rw [hD.deriv, hR]
-  linear_combination (q * (q * (ε₁ - ε₂) / (ε₁ + ε₂)) / ε₁) * k
+  -- treat the sum and the difference of the permittivities as single quantities
+  generalize ε₁ + ε₂ = s
+  generalize ε₁ - ε₂ = t
+  linear_combination (q * (q * t / s) / ε₁) * k
 
 end
```
